# Commuting with the Phillips-Kleinman term does not ensure an invariant core space when e equals the core energy

The declaration gives a counterexample in a two-level, one-particle model whose Hamiltonian is the identity, so that both levels have energy 1. The first basis vector is the only core orbital, and the parameter `e` is set to its energy, which makes the Phillips-Kleinman term `C (e − E) Cᴴ` zero. The theorem states that the core orbital is normalised and satisfies the eigenvalue equation, and that the exchange of the two levels is unitary and commutes with this term but does not map the core space into itself. The attempt first shows that the core-energy matrix is the identity, then checks the matrix identities by rewriting, simplification and comparison of entries. For the last claim it assumes invariance and looks for a contradiction in the second component of the exchanged core vector.

In Lean, a first try:

```lean
import Mathlib

open Matrix

namespace CommWithoutInvarianceAtCoreEnergy

noncomputable section

variable {n m : Type*} [Fintype n] [DecidableEq n] [Fintype m] [DecidableEq m]

/-- The diagonal matrix `E` of the core energies. -/
def levelMatrix (ε : m → ℝ) : Matrix m m ℂ := diagonal fun i => (ε i : ℂ)

/-- The diagonal matrix `e − E` of the signed differences `e − ε i`. -/
def coreGap (ε : m → ℝ) (e : ℝ) : Matrix m m ℂ := (e : ℂ) • 1 - levelMatrix ε

/-- The Phillips-Kleinman term `W = C (e − E) Cᴴ`. -/
def pkTerm (C : Matrix n m ℂ) (ε : m → ℝ) (e : ℝ) : Matrix n n ℂ := C * coreGap ε e * Cᴴ

/-- The core space: all linear combinations of the columns of `C`. -/
def coreSpan (C : Matrix n m ℂ) : Submodule ℂ (n → ℂ) := LinearMap.range C.mulVecLin

/-- The operation `U` maps the core space into itself. -/
def PreservesCore (U : Matrix n n ℂ) (C : Matrix n m ℂ) : Prop :=
  ∀ x ∈ coreSpan C, U *ᵥ x ∈ coreSpan C

variable {H U : Matrix n n ℂ} {C : Matrix n m ℂ} {ε : m → ℝ} {e : ℝ}

/-- For `H = 1` on two levels, with the first basis vector as the only core orbital and `e` equal to
its energy, the exchange of the levels commutes with the Phillips-Kleinman term but does not
preserve the core space. -/
theorem comm_without_invariance_at_core_energy :
    let C : Matrix (Fin 2) (Fin 1) ℂ := !![1; 0]
    let U : Matrix (Fin 2) (Fin 2) ℂ := !![0, 1; 1, 0]
    let ε : Fin 1 → ℝ := fun _ => 1
    1 * C = C * levelMatrix ε ∧ Cᴴ * C = 1 ∧ U ∈ unitaryGroup (Fin 2) ℂ ∧
      U * pkTerm C ε 1 = pkTerm C ε 1 * U ∧ ¬ PreservesCore U C := by
  intro C U ε
  have hE : levelMatrix ε = 1 := by simp [levelMatrix, ε]
  refine ⟨by rw [hE, Matrix.one_mul, Matrix.mul_one], ?_, mem_unitaryGroup_iff.mpr ?_,
    by simp [pkTerm, coreGap, hE], fun h => ?_⟩
  · ext i j
    fin_cases i; fin_cases j
    simp [C, Matrix.mul_apply, Fin.sum_univ_succ]
  · ext i j
    fin_cases i <;> fin_cases j <;>
      simp [U, Matrix.mul_apply, Fin.sum_univ_succ, star_eq_conjTranspose]
  · obtain ⟨a, ha⟩ := h (C *ᵥ 1) ⟨1, rfl⟩
    have h1 := congrFun ha 1
    simp [C, U, mulVec, dotProduct, Fin.sum_univ_succ] at h1

end

end CommWithoutInvarianceAtCoreEnergy
```

The compiler's answer:

```
Main.lean:36:4: error(lean.synthInstanceFailed): failed to synthesize instance of type class
  HMul ℕ (Matrix (Fin 2) (Fin 1) ℂ) (Matrix (Fin 2) (Fin 1) ℂ)

Hint: Type class instance resolution failures can be inspected with the `set_option trace.Meta.synthInstance true` command.
Main.lean:40:9: error: Invalid `⟨...⟩` notation: The expected type of this term could not be determined
Main.lean:40:17: error: Tactic `rewrite` failed: Did not find an occurrence of the pattern
  levelMatrix ε
in the target expression
  ?m.148

C : Matrix (Fin 2) (Fin 1) ℂ := !![1; 0]
U : Matrix (Fin 2) (Fin 2) ℂ := !![0, 1; 1, 0]
ε : Fin 1 → ℝ := fun x => 1
hE : levelMatrix ε = 1
⊢ ?m.148
```

Cause. The first error lies in the statement. In `1 * C` the `1` is meant as the 2×2 identity matrix, but matrix multiplication allows factors of different shapes, so the type of `C` and that of the product do not fix the type of the left factor. Lean fell back on its default for numerals, `ℕ`, and found no multiplication of a natural number by a matrix that would fit. The annotation `(1 : Matrix (Fin 2) (Fin 2) ℂ)` supplies the missing type.

The other two errors follow from the first. Since the statement was not fully elaborated, the goal was only the placeholder `?m.148`. The `⟨...⟩` notation therefore had no known type to build, and `rw [hE, ...]` had no `levelMatrix ε` to rewrite. Both have a proper goal once the statement is repaired.

The line break in the statement is mere tidying. The last `simp` now uses `Fin.sum_univ_two`, which writes out a two-term sum directly, in place of the general `Fin.sum_univ_succ`. No message concerns that line, so nothing here shows that this change was needed.

The change, after which it compiles:

```diff
@@ -34,5 +34,6 @@
     let U : Matrix (Fin 2) (Fin 2) ℂ := !![0, 1; 1, 0]
     let ε : Fin 1 → ℝ := fun _ => 1
-    1 * C = C * levelMatrix ε ∧ Cᴴ * C = 1 ∧ U ∈ unitaryGroup (Fin 2) ℂ ∧
+    (1 : Matrix (Fin 2) (Fin 2) ℂ) * C = C * levelMatrix ε ∧ Cᴴ * C = 1 ∧
+      U ∈ unitaryGroup (Fin 2) ℂ ∧
       U * pkTerm C ε 1 = pkTerm C ε 1 * U ∧ ¬ PreservesCore U C := by
   intro C U ε
@@ -48,5 +49,5 @@
   · obtain ⟨a, ha⟩ := h (C *ᵥ 1) ⟨1, rfl⟩
     have h1 := congrFun ha 1
-    simp [C, U, mulVec, dotProduct, Fin.sum_univ_succ] at h1
+    simp [C, U, mulVec, dotProduct, Fin.sum_univ_two] at h1
 
 end
```
